# The primitive of 1/(1 + u⁴) that vanishes at u = 0 tends to π/(2√2) as u → +∞

The lemma `tendsto_quarticPrimitive` concerns an explicit function of a real variable u, built from logarithms and arctangents, which is a primitive of 1/(1 + u⁴). It states that this function tends to π/(2√2) as u grows without bound; the statement is pure calculus and assumes no physical model. The proof treats the two kinds of term separately. The difference of logarithms is rewritten in the variable 1/u and shown to tend to 0 by continuity at 0, while each of the two arctangents tends to π/2.

This version doesn't compile in Lean 4 with Mathlib:

```lean
import Mathlib

open MeasureTheory Set Filter Topology

noncomputable section

namespace DiffusiveRelaxation

/-- A primitive of `1 / (1 + u ^ 4)`. -/
def quarticPrimitive (u : ℝ) : ℝ :=
  (Real.log (u ^ 2 + √2 * u + 1) - Real.log (u ^ 2 - √2 * u + 1)) / (4 * √2)
    + (Real.arctan (√2 * u + 1) + Real.arctan (√2 * u - 1)) / (2 * √2)

/-- The two quadratic factors of `1 + u ^ 4` are positive. -/
lemma factors_pos (u : ℝ) : 0 < u ^ 2 + √2 * u + 1 ∧ 0 < u ^ 2 - √2 * u + 1 := by
  have hs : √2 ^ 2 = (2 : ℝ) := Real.sq_sqrt (by norm_num)
  constructor
  · nlinarith [sq_nonneg (2 * u + √2)]
  · nlinarith [sq_nonneg (2 * u - √2)]

/-- `quarticPrimitive` tends to `π / (2 √2)` at infinity. -/
lemma tendsto_quarticPrimitive :
    Tendsto quarticPrimitive atTop (𝓝 (Real.pi / (2 * √2))) := by
  have hs : (0 : ℝ) < √2 := by positivity
  -- the logarithms cancel at infinity, seen in the variable 1/u
  have hc : ContinuousAt (fun t : ℝ =>
      Real.log (t ^ 2 + √2 * t + 1) - Real.log (t ^ 2 - √2 * t + 1)) 0 :=
    (ContinuousAt.log (by fun_prop) (factors_pos 0).1.ne').sub
      (ContinuousAt.log (by fun_prop) (factors_pos 0).2.ne')
  have hlog : Tendsto (fun u : ℝ =>
      Real.log (u ^ 2 + √2 * u + 1) - Real.log (u ^ 2 - √2 * u + 1)) atTop (𝓝 0) := by
    have h := hc.tendsto.comp tendsto_inv_atTop_zero
    simp only [mul_zero, add_zero, sub_zero, sub_self, ne_eq, OfNat.ofNat_ne_zero,
      not_false_eq_true, zero_pow] at h
    refine h.congr' ?_
    filter_upwards [eventually_gt_atTop 0] with u hu
    have e1 : u ^ 2 + √2 * u + 1 = u ^ 2 * (u⁻¹ ^ 2 + √2 * u⁻¹ + 1) := by
      field_simp
      ring
    have e2 : u ^ 2 - √2 * u + 1 = u ^ 2 * (u⁻¹ ^ 2 - √2 * u⁻¹ + 1) := by
      field_simp
      ring
    have hu2 : u ^ 2 ≠ 0 := by positivity
    rw [e1, e2, Real.log_mul hu2 (factors_pos u⁻¹).1.ne',
      Real.log_mul hu2 (factors_pos u⁻¹).2.ne']
    simp only [Function.comp_apply]
    ring
  have hat : ∀ c : ℝ, Tendsto (fun u : ℝ => Real.arctan (√2 * u + c)) atTop
      (𝓝 (Real.pi / 2)) := fun c =>
    (Real.tendsto_arctan_atTop.mono_right nhdsWithin_le_nhds).comp
      (tendsto_atTop_add_const_right atTop c (tendsto_id.const_mul_atTop hs))
  have h := (hlog.div_const (4 * √2)).add (((hat 1).add (hat (-1))).div_const (2 * √2))
  rw [show Real.pi / (2 * √2) = 0 / (4 * √2) + (Real.pi / 2 + Real.pi / 2) / (2 * √2) by ring]
  refine h.congr fun u => ?_
  simp only [quarticPrimitive, sub_eq_add_neg]

end DiffusiveRelaxation
```

The compiler's answer:

```
Main.lean:28:4: error: Type mismatch
  ContinuousAt.sub (ContinuousAt.log ?m.121 (LT.lt.ne' (factors_pos 0).left))
    (ContinuousAt.log ?m.143 (LT.lt.ne' (factors_pos 0).right))
has type
  ContinuousAt ((fun x => Real.log (0 ^ 2 + √2 * 0 + x)) - fun x => Real.log (0 ^ 2 - √2 * 0 + x)) 1
but is expected to have type
  ContinuousAt (fun t => Real.log (t ^ 2 + √2 * t + 1) - Real.log (t ^ 2 - √2 * t + 1)) 0
Main.lean:33:35: warning: This simp argument is unused:
  sub_zero

Hint: Omit it from the simp argument list.
  [apply] simp only [mul_zero, add_zero, sub_self, ne_eq, OfNat.ofNat_ne_zero, not_false_eq_true, zero_pow] at h

Note: This linter can be disabled with `set_option linter.unusedSimpArgs false`
```

Diagnosis. The error is in the proof of `hc`, the continuity at 0 of the difference of logarithms. `ContinuousAt.log` needs a function that is non-zero at the point in question. In the failing version Lean had to infer both function and point from `(factors_pos 0).1.ne'`, which says that `0 ^ 2 + √2 * 0 + 1` is not zero. That expression can be read as a function's value in several ways, and Lean took the final `1` as the point and `fun x => 0 ^ 2 + √2 * 0 + x` as the function. The second logarithm went the same way, so the result was continuity at 1 of the wrong function. The expected type did not prevent this, because the term before `.sub` is elaborated without it.

The repair proves the two continuity facts separately as `c1` and `c2`, where the stated type fixes the point 0 and `(f := ...)` fixes the function. `c1.sub c2` then gives `hc`.

The warning says only that `sub_zero` is unused in the `simp only` call; removing it is tidying.

The change, after which it compiles:

```diff
@@ -24,12 +24,16 @@
   have hs : (0 : ℝ) < √2 := by positivity
   -- the logarithms cancel at infinity, seen in the variable 1/u
+  have c1 : ContinuousAt (fun t : ℝ => Real.log (t ^ 2 + √2 * t + 1)) 0 :=
+    ContinuousAt.log (f := fun t : ℝ => t ^ 2 + √2 * t + 1) (by fun_prop)
+      (factors_pos 0).1.ne'
+  have c2 : ContinuousAt (fun t : ℝ => Real.log (t ^ 2 - √2 * t + 1)) 0 :=
+    ContinuousAt.log (f := fun t : ℝ => t ^ 2 - √2 * t + 1) (by fun_prop)
+      (factors_pos 0).2.ne'
   have hc : ContinuousAt (fun t : ℝ =>
-      Real.log (t ^ 2 + √2 * t + 1) - Real.log (t ^ 2 - √2 * t + 1)) 0 :=
-    (ContinuousAt.log (by fun_prop) (factors_pos 0).1.ne').sub
-      (ContinuousAt.log (by fun_prop) (factors_pos 0).2.ne')
+      Real.log (t ^ 2 + √2 * t + 1) - Real.log (t ^ 2 - √2 * t + 1)) 0 := c1.sub c2
   have hlog : Tendsto (fun u : ℝ =>
       Real.log (u ^ 2 + √2 * u + 1) - Real.log (u ^ 2 - √2 * u + 1)) atTop (𝓝 0) := by
     have h := hc.tendsto.comp tendsto_inv_atTop_zero
-    simp only [mul_zero, add_zero, sub_zero, sub_self, ne_eq, OfNat.ofNat_ne_zero,
+    simp only [mul_zero, add_zero, sub_self, ne_eq, OfNat.ofNat_ne_zero,
       not_false_eq_true, zero_pow] at h
     refine h.congr' ?_
```
